# In a rectangular d-band model with fixed power-law repulsion, half filling gives the smallest radius and the lowest energy

## Does relaxing the radius spoil the half-filling rule?

If I compare the energies of d-band metals at one common atomic radius, I do not see their equilibrium radii directly, and I may misjudge their binding energies, because each metal relaxes to a radius of its own. At fixed radius $s$, a rectangular d band with fractional filling $f$ gives an attraction $-Af(1-f)s^{-5}$, which is strongest at $f=1/2$. But stronger attraction contracts the metal, and contraction costs repulsion, say $Bs^{-m}$. After relaxation, does half filling still have the lowest energy, and does it also have the smallest radius? Could the curve have a second minimum that confuses the comparison?

## Relaxation preserves the order

Half filling wins on both counts, and there is only one minimum, provided that $A,B>0$ and $m>5$ are the same for all fillings compared and $0<f<1$.

**From the band to the binding curve.** Let the canonical width be $W=(A/5)s^{-5}$. Ten states per atom, spread evenly from $-W/2$ to $W/2$, have density $10/W$. Filling the fraction $f$ of the width gives $10f$ electrons, with energy

$$\frac{10}{W}\int_{-W/2}^{fW-W/2}E\,dE=\frac5W\left[\left(fW-\frac W2\right)^2-\frac{W^2}{4}\right]=-5Wf(1-f)=-Af(1-f)s^{-5}.$$

With $c=Af(1-f)$, the total energy is $U(s)=Bs^{-m}-cs^{-5}$.

**One stationary point.** The slope is

$$U'(s)=s^{-m-1}\left(5c\,s^{m-5}-mB\right).$$

The prefactor is positive and $s^{m-5}$ is strictly increasing, so the slope vanishes only at the radius $R$ with $R^{m-5}=mB/(5c)$. Multiplying by $5cR^{-m}$ gives the force balance $mBR^{-m}=5cR^{-5}$.

**It is the strict minimum.** Put $y=(R/s)^5$. Then $s^{-5}=R^{-5}y$ and $s^{-m}=R^{-m}y^{m/5}$, and the force balance gives

$$U(s)-U(R)=BR^{-m}\left[y^{m/5}-1-\frac m5(y-1)\right].$$

Since $m/5>1$, Bernoulli's inequality makes the bracket positive for every positive $y\ne1$, that is, for every $s\neq R$. The force balance also gives the depth, $U(R)=-(1-5/m)\,cR^{-5}$.

**Comparing fillings.** Write $U_f$ and $R_f$ for the curve and radius at filling $f$, and let $g$ be closer to one half than $f$. Because $f(1-f)=\frac14-(f-\frac12)^2$, we have $g(1-g)>f(1-f)$, and the radius formula gives $R_g<R_f$. For the energies, use $R_f$ as a trial radius for filling $g$:

$$U_g(R_g)<U_g(R_f)<U_f(R_f).$$

The first step is minimality. The second holds because, at the same radius, the repulsion is equal and the attraction is stronger. So the extra repulsion paid on contraction never outweighs the gain. Taking $g=1/2$ answers your question.

## What the Lean statements say

All quantities are real numbers, with `s` the atomic radius in a fixed length unit. The exponent `m` need not be an integer, so the powers are real powers. `A` is five times the width coefficient, and `f` is the occupied fraction of the d band, not a Fermi function. `bandwidth`, `bindingCurve` and `equilibriumRadius` are $W$, $U$ and $R$.

- `bindingCurve_from_band` contains both band integrals: the electron count and the energy.
- `stationary_iff` says that, at positive radius, the derivative is zero exactly at `equilibriumRadius`.
- `equilibrium_strict_min` compares the energy there with that at every other positive radius.
- `closer_to_half_filling` gives both strict inequalities between two fillings, and `half_filling_optimal` compares one half with any other filling strictly between 0 and 1.

The $s^{-5}$ width is the canonical scaling for d orbitals, and the band centre is held at zero for all radii. The term $Bs^{-m}$ is postulated; it stands for the resistance of the other electrons and the cores to compression, and $m>5$ lets it overcome the band attraction at short distance.

Applying this model to a real transition-metal series assumes, among other things, that `A`, `B` and `m` stay fixed from one element to the next; in reality the d orbitals contract along a series. The zero of energy is that of separated atoms with every d electron at the band centre. This leaves out the spin polarisation of real free atoms, which is strong near half filling and lowers the cohesive energy there. Within these restrictions, and for a non-magnetic rectangular band, the result supports the familiar electronic-structure picture of strongest binding and smallest atomic volume near the middle of the series.

```lean
import Mathlib

namespace CanonicalDBandCohesion

noncomputable section

variable {A B m f g s : ℝ}

/-- Width of the canonical d band at atomic radius `s > 0`; it scales as `s ^ (-5)`. -/
def bandwidth (A s : ℝ) : ℝ := A / 5 * s ^ (-5 : ℝ)

/-- Energy per atom at radius `s > 0` and fractional d filling `f`:
a repulsion `B s ^ (-m)` and the band term `-A f (1 - f) s ^ (-5)`. -/
def bindingCurve (A B m f s : ℝ) : ℝ :=
  B * s ^ (-m) - A * f * (1 - f) * s ^ (-5 : ℝ)

/-- The equilibrium radius in closed form, for `A, B > 0`, `m > 5` and `0 < f < 1`. -/
def equilibriumRadius (A B m f : ℝ) : ℝ :=
  (m * B / (5 * A * f * (1 - f))) ^ (1 / (m - 5))

/-- For `A, s > 0`, filling a rectangular band of ten states, centred at zero, up to the
fraction `f` of its width accommodates `10 f` electrons, and their band energy together with
the repulsion is the binding curve. -/
theorem bindingCurve_from_band (hA : 0 < A) (hs : 0 < s) :
    (∫ _E in (-(bandwidth A s / 2))..(f * bandwidth A s - bandwidth A s / 2),
      10 / bandwidth A s) = 10 * f ∧
    bindingCurve A B m f s = B * s ^ (-m) +
      ∫ E in (-(bandwidth A s / 2))..(f * bandwidth A s - bandwidth A s / 2),
        E * (10 / bandwidth A s) := by
  have hW : 0 < bandwidth A s := mul_pos (by positivity) (Real.rpow_pos_of_pos hs _)
  have hA' : A * s ^ (-5 : ℝ) = 5 * bandwidth A s := by
    unfold bandwidth
    ring
  generalize bandwidth A s = W at hW hA' ⊢
  have h : W * (10 / W) = 10 := by field_simp
  constructor
  · rw [intervalIntegral.integral_const, smul_eq_mul]
    linear_combination f * h
  · unfold bindingCurve
    rw [intervalIntegral.integral_mul_const, integral_id]
    linear_combination (-f * (1 - f)) * hA' + (f * (1 - f) * W / 2) * h

/-- For `A, B > 0`, `m > 5` and `0 < f < 1` the equilibrium radius `R` is positive and
satisfies `R ^ (m - 5) = m B / (5 A f (1 - f))`. -/
theorem equilibriumRadius_spec (hA : 0 < A) (hB : 0 < B) (hm : 5 < m)
    (hf0 : 0 < f) (hf1 : f < 1) :
    0 < equilibriumRadius A B m f ∧
    equilibriumRadius A B m f ^ (m - 5) = m * B / (5 * A * f * (1 - f)) := by
  have hq : 0 < m * B / (5 * A * f * (1 - f)) :=
    div_pos (mul_pos (by linarith) hB) (mul_pos (by positivity) (sub_pos.2 hf1))
  refine ⟨Real.rpow_pos_of_pos hq _, ?_⟩
  unfold equilibriumRadius
  rw [← Real.rpow_mul hq.le, one_div_mul_cancel (sub_pos.2 hm).ne', Real.rpow_one]

/-- For `A, B > 0`, `m > 5` and `0 < f < 1`, at the equilibrium radius `m` times the repulsion
equals five times the magnitude of the band term. -/
theorem force_balance (hA : 0 < A) (hB : 0 < B) (hm : 5 < m) (hf0 : 0 < f) (hf1 : f < 1) :
    m * (B * equilibriumRadius A B m f ^ (-m)) =
      5 * (A * f * (1 - f) * equilibriumRadius A B m f ^ (-5 : ℝ)) := by
  obtain ⟨hR, hp⟩ := equilibriumRadius_spec hA hB hm hf0 hf1
  have hD : 0 < 5 * A * f * (1 - f) := mul_pos (by positivity) (sub_pos.2 hf1)
  have hb := (eq_div_iff hD.ne').1 hp
  generalize equilibriumRadius A B m f = R at hR hb ⊢
  have e : R ^ (-5 : ℝ) = R ^ (-m) * R ^ (m - 5) := by
    rw [← Real.rpow_add hR]
    congr 1
    ring
  rw [e]
  linear_combination (-R ^ (-m)) * hb

/-- The slope of the binding curve at a radius `s > 0`, in factored form. -/
theorem hasDerivAt_bindingCurve (hs : 0 < s) :
    HasDerivAt (bindingCurve A B m f)
      (s ^ (-m - 1) * (5 * A * f * (1 - f) * s ^ (m - 5) - m * B)) s := by
  have h := ((Real.hasDerivAt_rpow_const (p := -m) (Or.inl hs.ne')).const_mul B).fun_sub
    ((Real.hasDerivAt_rpow_const (p := (-5 : ℝ)) (Or.inl hs.ne')).const_mul (A * f * (1 - f)))
  refine h.congr_deriv ?_
  have e : s ^ (-5 - 1 : ℝ) = s ^ (-m - 1) * s ^ (m - 5) := by
    rw [← Real.rpow_add hs]
    congr 1
    ring
  linear_combination (5 * A * f * (1 - f)) * e

/-- For `A, B > 0`, `m > 5` and `0 < f < 1`, the binding curve is stationary at a radius
`s > 0` exactly when `s` is the equilibrium radius. -/
theorem stationary_iff (hA : 0 < A) (hB : 0 < B) (hm : 5 < m) (hf0 : 0 < f) (hf1 : f < 1)
    (hs : 0 < s) :
    HasDerivAt (bindingCurve A B m f) 0 s ↔ s = equilibriumRadius A B m f := by
  obtain ⟨hR, hp⟩ := equilibriumRadius_spec hA hB hm hf0 hf1
  have hD : 0 < 5 * A * f * (1 - f) := mul_pos (by positivity) (sub_pos.2 hf1)
  have hd := hasDerivAt_bindingCurve (A := A) (B := B) (m := m) (f := f) hs
  constructor
  · intro h
    have e := (mul_eq_zero.1 (h.unique hd).symm).resolve_left (Real.rpow_pos_of_pos hs _).ne'
    refine (Real.rpow_left_inj hs.le hR.le (sub_pos.2 hm).ne').1 ?_
    rw [hp, eq_div_iff hD.ne']
    linear_combination e
  · intro h
    rw [← h] at hp
    refine hd.congr_deriv ?_
    linear_combination s ^ (-m - 1) * (eq_div_iff hD.ne').1 hp

/-- For `A, B > 0`, `m > 5` and `0 < f < 1`, the energy at the equilibrium radius lies strictly
below the energy at every other positive radius. -/
theorem equilibrium_strict_min (hA : 0 < A) (hB : 0 < B) (hm : 5 < m)
    (hf0 : 0 < f) (hf1 : f < 1) (hs : 0 < s) (hne : s ≠ equilibriumRadius A B m f) :
    bindingCurve A B m f (equilibriumRadius A B m f) < bindingCurve A B m f s := by
  have hR := (equilibriumRadius_spec hA hB hm hf0 hf1).1
  have hb := force_balance hA hB hm hf0 hf1
  generalize equilibriumRadius A B m f = R at hR hb hne ⊢
  have hx : 0 < R / s := div_pos hR hs
  -- measure both powers of the radius relative to equilibrium
  have hscale : ∀ p : ℝ, s ^ (-p) = R ^ (-p) * (R / s) ^ p := by
    intro p
    have h1 := (Real.rpow_pos_of_pos hR p).ne'
    have h2 := (Real.rpow_pos_of_pos hs p).ne'
    rw [Real.div_rpow hR.le hs.le, Real.rpow_neg hs.le, Real.rpow_neg hR.le]
    field_simp
  have hxm : (R / s) ^ m = ((R / s) ^ (5 : ℝ)) ^ (m / 5) := by
    rw [← Real.rpow_mul hx.le]
    congr 1
    ring
  have hy : 0 < (R / s) ^ (5 : ℝ) := Real.rpow_pos_of_pos hx _
  have hy1 : (R / s) ^ (5 : ℝ) ≠ 1 := by
    intro h
    have h1 : R / s = 1 := (Real.rpow_left_inj hx.le zero_le_one
      (by norm_num : (5 : ℝ) ≠ 0)).1 (by rw [h, Real.one_rpow])
    exact hne ((div_eq_one_iff_eq hs.ne').1 h1).symm
  have e1 := hscale m
  have e2 := hscale 5
  rw [hxm] at e1
  generalize (R / s) ^ (5 : ℝ) = y at hy hy1 e1 e2
  -- the strict Bernoulli inequality with exponent m / 5 > 1
  have hbern := one_add_mul_self_lt_rpow_one_add (s := y - 1) (by linarith)
    (sub_ne_zero.2 hy1) (p := m / 5) (by linarith)
  rw [add_sub_cancel] at hbern
  have hpos := mul_pos (mul_pos hB (Real.rpow_pos_of_pos hR (-m))) (sub_pos.2 hbern)
  have key : bindingCurve A B m f s - bindingCurve A B m f R =
      B * R ^ (-m) * (y ^ (m / 5) - (1 + m / 5 * (y - 1))) := by
    unfold bindingCurve
    rw [e1, e2]
    linear_combination ((y - 1) / 5) * hb
  linarith

/-- For `A, B > 0`, `m > 5` and `0 < f < 1`, the minimum energy is the band term at the
equilibrium radius, reduced by the factor `1 - 5 / m`. -/
theorem minimum_energy (hA : 0 < A) (hB : 0 < B) (hm : 5 < m) (hf0 : 0 < f) (hf1 : f < 1) :
    bindingCurve A B m f (equilibriumRadius A B m f) =
      -(1 - 5 / m) * (A * f * (1 - f) * equilibriumRadius A B m f ^ (-5 : ℝ)) := by
  have hm0 : m ≠ 0 := by linarith
  have hb := force_balance hA hB hm hf0 hf1
  have h := (eq_div_iff hm0).2 ((mul_comm _ _).trans hb)
  unfold bindingCurve
  linear_combination h

/-- For `A, B > 0`, `m > 5` and `0 < f < 1`, a filling `g` closer to one half than `f` has both
a smaller equilibrium radius and a lower minimum energy. -/
theorem closer_to_half_filling (hA : 0 < A) (hB : 0 < B) (hm : 5 < m)
    (hf0 : 0 < f) (hf1 : f < 1) (h : |g - 1 / 2| < |f - 1 / 2|) :
    equilibriumRadius A B m g < equilibriumRadius A B m f ∧
    bindingCurve A B m g (equilibriumRadius A B m g) <
      bindingCurve A B m f (equilibriumRadius A B m f) := by
  have hf : |f - 1 / 2| < 1 / 2 := abs_lt.2 ⟨by linarith, by linarith⟩
  obtain ⟨hg0, hg1⟩ := abs_lt.1 (h.trans hf)
  have hfg : f * (1 - f) < g * (1 - g) := by nlinarith [sq_lt_sq.2 h]
  have hD : 0 < 5 * A * f * (1 - f) := mul_pos (by positivity) (sub_pos.2 hf1)
  have hDD : 5 * A * f * (1 - f) < 5 * A * g * (1 - g) := by
    nlinarith [mul_pos hA (sub_pos.2 hfg)]
  have hq : 0 < m * B := mul_pos (by linarith) hB
  have hr : equilibriumRadius A B m g < equilibriumRadius A B m f :=
    Real.rpow_lt_rpow (div_pos hq (hD.trans hDD)).le
      (div_lt_div_of_pos_left hq hD hDD) (one_div_pos.2 (sub_pos.2 hm))
  have hR := (equilibriumRadius_spec hA hB hm hf0 hf1).1
  refine ⟨hr, ?_⟩
  -- the radius for filling f serves as a trial radius for filling g
  refine (equilibrium_strict_min hA hB hm (by linarith) (by linarith) hR hr.ne').trans ?_
  unfold bindingCurve
  nlinarith [mul_pos (mul_pos hA (Real.rpow_pos_of_pos hR (-5))) (sub_pos.2 hfg)]

/-- For `A, B > 0` and `m > 5`, half filling has a smaller equilibrium radius and a lower
minimum energy than any other filling `0 < f < 1`. -/
theorem half_filling_optimal (hA : 0 < A) (hB : 0 < B) (hm : 5 < m)
    (hf0 : 0 < f) (hf1 : f < 1) (hne : f ≠ 1 / 2) :
    equilibriumRadius A B m (1 / 2) < equilibriumRadius A B m f ∧
    bindingCurve A B m (1 / 2) (equilibriumRadius A B m (1 / 2)) <
      bindingCurve A B m f (equilibriumRadius A B m f) := by
  refine closer_to_half_filling hA hB hm hf0 hf1 ?_
  rw [sub_self, abs_zero]
  exact abs_pos.2 (sub_ne_zero.2 hne)

end

end CanonicalDBandCohesion
```

```lean
#print axioms CanonicalDBandCohesion.bindingCurve_from_band
-- 'CanonicalDBandCohesion.bindingCurve_from_band' depends on axioms: [propext, Classical.choice, Quot.sound]
#print axioms CanonicalDBandCohesion.stationary_iff
-- 'CanonicalDBandCohesion.stationary_iff' depends on axioms: [propext, Classical.choice, Quot.sound]
#print axioms CanonicalDBandCohesion.minimum_energy
-- 'CanonicalDBandCohesion.minimum_energy' depends on axioms: [propext, Classical.choice, Quot.sound]
#print axioms CanonicalDBandCohesion.half_filling_optimal
-- 'CanonicalDBandCohesion.half_filling_optimal' depends on axioms: [propext, Classical.choice, Quot.sound]
```

## From the algebra to the Lean proof

`bindingCurve_from_band` evaluates the integrals of a constant and of $E$, then finishes with the identity $W\cdot(10/W)=10$. `equilibriumRadius_spec` establishes that $R$ is positive and obeys its power law, and `force_balance` turns that law into the balance of forces by writing $R^{-5}=R^{-m}R^{m-5}$.

`hasDerivAt_bindingCurve` differentiates the two powers and factors the result. In `stationary_iff`, uniqueness of the derivative makes the factored slope zero; its positive prefactor is removed, and injectivity of the power $m-5$ on positive radii identifies `s` with $R$. The converse substitutes the power law into the slope.

In `equilibrium_strict_min`, `hscale` expresses powers of `s` through $R/s$, and `hy1` shows that $y\ne1$. The Mathlib lemma `one_add_mul_self_lt_rpow_one_add` is the strict Bernoulli inequality, applied with exponent $m/5$, and `key` is the displayed formula for $U(s)-U(R)$. `minimum_energy` then needs only the force balance.

`closer_to_half_filling` first deduces that $g$ also lies between 0 and 1. It obtains `hfg`, the inequality between $f(1-f)$ and $g(1-g)$, by squaring the distances from one half. Monotonicity of division and of the positive power $1/(m-5)$ orders the radii. The two-step energy comparison follows, with `equilibrium_strict_min` as its first step and `nlinarith` closing the second. `half_filling_optimal` sets $g=1/2$, whose distance from one half is zero.
